# The particle-hole term minus its exchange is antisymmetric for every antisymmetric interaction exactly when the pair weight is symmetric

## Storing a vertex by its independent elements

A program that builds second-order contributions to a two-particle vertex in spin-orbitals can save memory by keeping only the elements with p < q and r < s and restoring the others by sign. This is safe only if the sum of the contributions changes sign under p ↔ q and under r ↔ s, which is guaranteed when each contribution, or each group of them, does so. The ladder term does so for any antisymmetric interaction. The particle-hole term generally does not, but its difference with its exchange does, provided that the weight of the intermediate pair is symmetric.

In Bethe-Salpeter work this matters when second-order terms in a finite orbital basis are combined into a vertex. A kernel that retains only one of the two particle-hole terms should not be stored in this compact form without a check.

## The two second-order terms

Let v(p,q,r,s) be the interaction, with p,q the outgoing and r,s the incoming spin-orbitals. Antisymmetry means

v(q,p,r,s) = −v(p,q,r,s) and v(p,q,s,r) = −v(p,q,r,s).

Let c(t,u) be the weight of an intermediate particle-hole pair and w(t,u) that of an intermediate pair of orbitals in the ladder. Define

PH_c(p,q,r,s) = ∑_{t,u} v(p,u,r,t) c(t,u) v(t,q,u,s)

L(p,q,r,s) = ∑_{t,u} v(p,q,t,u) w(t,u) v(t,u,r,s)

D(p,q,r,s) = PH_c(p,q,r,s) − PH_c(p,q,s,r).

There are two general statements. L is antisymmetric for every w and every antisymmetric v. D is antisymmetric for every antisymmetric v if and only if c(t,u) = c(u,t) for all t,u.

In Lean, the orbitals form a finite type `ι`, and `v`, `c` and `w` are complex arrays. `IsPairAntisymm` is the pair of sign rules; `particleHole`, `particleHoleExchange` and `ladder` are PH, D and L. Neither Hermiticity nor a Coulomb form of v is assumed. A weight with two indices describes propagation that is diagonal in the orbital basis, as for independent particles. The terms are given by definition, without a diagrammatic derivation, and the overall prefactors of L and D, signs included, are omitted. Higher orders and the solution of the Bethe-Salpeter equation are not treated.

## Signs and crossing

For the ladder, p and q occur only in the first interaction, so exchanging them changes the sign of every summand. The same holds for r and s in the second interaction.

In the particle-hole term, p and q sit in different interactions. Exchanging both pairs of v gives two minus signs, so v(q,p,s,r) = v(p,q,r,s). Hence

PH_c(q,p,r,s) = ∑_{t,u} v(q,u,r,t) c(t,u) v(t,p,u,s)

= ∑_{t,u} v(u,q,t,r) c(t,u) v(p,t,s,u)

= ∑_{t,u} v(p,u,s,t) c(u,t) v(t,q,u,r).

The last line interchanges the names t and u. With cᵀ(t,u) = c(u,t), this is the crossing relation

PH_c(q,p,r,s) = PH_cᵀ(p,q,s,r).

If cᵀ = c, it follows that

D(q,p,r,s) = PH_c(p,q,s,r) − PH_c(p,q,r,s) = −D(p,q,r,s).

The sign change under r ↔ s follows from the definition of D, whatever c is.

## An interaction that tests the weight

For the converse, take distinct orbitals a and b and set

A(p,q) = δ_pa δ_qb − δ_pb δ_qa

v(p,q,r,s) = A(p,q) A(r,s).

In PH_c(a,b,b,a), the first factor A(a,u)A(b,t) requires u = b and t = a. Both interactions then equal −1, and the sum is c(a,b). In PH_c(a,b,a,b), the first factor requires t = u = b, where the second interaction vanishes. Crossing supplies two more elements:

PH_c(b,a,a,b) = c(b,a) and PH_c(b,a,b,a) = 0.

Therefore D(a,b,a,b) = −c(a,b) and D(b,a,a,b) = c(b,a). Antisymmetry under exchange of the first two indices forces c(a,b) = c(b,a). For equal indices, symmetry is automatic.

The array A has norm √2 over ordered pairs. With the normalised amplitude A/√2 in both places, v is halved and the particle-hole elements are divided by 4, which leaves the conclusion unchanged.

## Two orbitals and a frequency

Up to an overall sign, the independent-particle weight at frequency ω, with occupations n and energies e, is

c_ω(t,u) = (n_t − n_u) / (ω − (e_t − e_u)), for ω ≠ e_t − e_u.

The usual independent-particle response function has n_u − n_t in the numerator, the opposite sign; this does not affect whether the weight is symmetric. On the diagonal the numerator is zero, and c_ω(t,t) is set to 0 at ω = 0 as well, where the formula reads 0/0; Lean's division gives the same value. Transposing the weight reverses ω, so crossing relates the particle-hole terms at ω and −ω.

Take orbitals 0 and 1 with n_0 = 1, n_1 = 0, e_0 = 0, e_1 = 1, and the pair interaction above with a = 0, b = 1. At ω = 0,

c(0,1) = 1/(0 + 1) = 1 and c(1,0) = −1/(0 − 1) = 1.

Thus PH(0,1,1,0) = 1, while PH(0,1,0,1) = PH(1,0,1,0) = 0: the term alone fails both sign rules. The difference gives D(0,1,0,1) = −1 and D(1,0,0,1) = 1, as required.

At ω = 1/2,

c(0,1) = 1/(3/2) = 2/3 and c(1,0) = −1/(−1/2) = 2.

Now D(0,1,0,1) = −2/3 but D(1,0,0,1) = 2, so exchanging the first two orbitals at fixed ω no longer just changes the sign. In a frequency-dependent vertex, the frequencies attached to the external legs have to be exchanged along with the orbitals.

## The contraction in a program

With NumPy arrays, the particle-hole term and its difference are

```python
PH = np.einsum('purt,tu,tqus->pqrs', v, c, v)
D = PH - PH.transpose(0, 1, 3, 2)
```

A useful check before storing D in compact form is that `D + D.transpose(1, 0, 2, 3)` vanishes to rounding error. The corresponding check on the last two indices passes by construction and says nothing about c. If t runs only over empty and u only over occupied orbitals, a nonzero c is not symmetric, and the first check can fail.

## The Lean file

```lean
import Mathlib

open Finset

namespace FourPointKernel

noncomputable section

/-- A four-point array is antisymmetric when it changes sign under exchange of its first
two indices and under exchange of its last two indices. -/
def IsPairAntisymm {ι : Type*} (v : ι → ι → ι → ι → ℂ) : Prop :=
  (∀ p q r s, v q p r s = -v p q r s) ∧ (∀ p q r s, v p q s r = -v p q r s)

/-- Exchanging both index pairs at once leaves an antisymmetric interaction unchanged. -/
theorem IsPairAntisymm.swap_both {ι : Type*} {v : ι → ι → ι → ι → ℂ}
    (h : IsPairAntisymm v) (p q r s : ι) : v q p s r = v p q r s := by
  rw [h.1 p q s r, h.2 p q r s, neg_neg]

/-- The second-order particle-hole term: two interactions joined by a particle-hole pair
with weight `c`. -/
def particleHole {ι : Type*} [Fintype ι] (c : ι → ι → ℂ) (v : ι → ι → ι → ι → ℂ)
    (p q r s : ι) : ℂ :=
  ∑ t, ∑ u, v p u r t * c t u * v t q u s

/-- The particle-hole term minus its exchange counterpart. -/
def particleHoleExchange {ι : Type*} [Fintype ι] (c : ι → ι → ℂ)
    (v : ι → ι → ι → ι → ℂ) (p q r s : ι) : ℂ :=
  particleHole c v p q r s - particleHole c v p q s r

/-- The second-order ladder term: two interactions joined by a pair of orbitals
with weight `w`. -/
def ladder {ι : Type*} [Fintype ι] (w : ι → ι → ℂ) (v : ι → ι → ι → ι → ℂ)
    (p q r s : ι) : ℂ :=
  ∑ t, ∑ u, v p q t u * w t u * v t u r s

/-- The ladder term of an antisymmetric interaction is antisymmetric, for any pair weight. -/
theorem ladder_antisymm {ι : Type*} [Fintype ι] (w : ι → ι → ℂ)
    {v : ι → ι → ι → ι → ℂ} (h : IsPairAntisymm v) : IsPairAntisymm (ladder w v) := by
  constructor
  · intro p q r s
    have e : ∀ t u, v q p t u = -v p q t u := fun t u => h.1 p q t u
    simp only [ladder, e, neg_mul, Finset.sum_neg_distrib]
  · intro p q r s
    have e : ∀ t u, v t u s r = -v t u r s := fun t u => h.2 t u r s
    simp only [ladder, e, mul_neg, Finset.sum_neg_distrib]

/-- Crossing relation: exchanging the first two indices of the particle-hole term equals
exchanging the last two and transposing the pair weight. -/
theorem particleHole_crossing {ι : Type*} [Fintype ι] (c : ι → ι → ℂ)
    {v : ι → ι → ι → ι → ℂ} (h : IsPairAntisymm v) (p q r s : ι) :
    particleHole c v q p r s = particleHole (fun t u => c u t) v p q s r := by
  unfold particleHole
  -- relabel the internal orbitals, then swap both index pairs in each interaction
  rw [Finset.sum_comm]
  refine Finset.sum_congr rfl fun x _ => Finset.sum_congr rfl fun y _ => ?_
  rw [h.swap_both x q y r, h.swap_both p y s x]
  ring

/-- The antisymmetric pair amplitude of the two orbitals `a` and `b`. -/
def pairAmplitude {ι : Type*} [DecidableEq ι] (a b p q : ι) : ℂ :=
  (if p = a then 1 else 0) * (if q = b then 1 else 0)
    - (if p = b then 1 else 0) * (if q = a then 1 else 0)

/-- The interaction that acts only on the antisymmetric pair of orbitals `a` and `b`. -/
def pairInteraction {ι : Type*} [DecidableEq ι] (a b p q r s : ι) : ℂ :=
  pairAmplitude a b p q * pairAmplitude a b r s

/-- The two-orbital pair interaction is antisymmetric. -/
theorem pairInteraction_antisymm {ι : Type*} [DecidableEq ι] (a b : ι) :
    IsPairAntisymm (pairInteraction a b) := by
  constructor <;> intro p q r s <;> unfold pairInteraction pairAmplitude <;> ring

/-- Four elements of the particle-hole term of the pair interaction: two give the pair
weight between `a` and `b`, in either order, and two vanish. -/
theorem particleHole_pairInteraction {ι : Type*} [Fintype ι] [DecidableEq ι]
    (c : ι → ι → ℂ) {a b : ι} (h : a ≠ b) :
    particleHole c (pairInteraction a b) a b b a = c a b ∧
    particleHole c (pairInteraction a b) a b a b = 0 ∧
    particleHole c (pairInteraction a b) b a a b = c b a ∧
    particleHole c (pairInteraction a b) b a b a = 0 := by
  have direct : ∀ d : ι → ι → ℂ,
      particleHole d (pairInteraction a b) a b b a = d a b := by
    intro d
    unfold particleHole pairInteraction
    -- only t = a, u = b contributes
    refine (Finset.sum_eq_single a ?_ ?_).trans ((Finset.sum_eq_single b ?_ ?_).trans ?_)
    · intro t _ ht
      refine Finset.sum_eq_zero fun u _ => ?_
      simp [pairAmplitude, h.symm, ht]
    · exact fun h' => absurd (Finset.mem_univ _) h'
    · intro u _ hu
      simp [pairAmplitude, h, hu]
    · exact fun h' => absurd (Finset.mem_univ _) h'
    · simp [pairAmplitude, h, h.symm]
  have vanish : ∀ d : ι → ι → ℂ,
      particleHole d (pairInteraction a b) a b a b = 0 := by
    intro d
    unfold particleHole pairInteraction
    refine Finset.sum_eq_zero fun t _ => Finset.sum_eq_zero fun u _ => ?_
    by_cases hu : u = b <;> simp [pairAmplitude, hu, h, h.symm]
  have hv := pairInteraction_antisymm a b
  refine ⟨direct c, vanish c, ?_, ?_⟩
  · rw [particleHole_crossing c hv a b a b, direct]
  · rw [particleHole_crossing c hv a b b a, vanish]

/-- The particle-hole term minus its exchange is antisymmetric for every antisymmetric
interaction exactly when the pair weight is symmetric. -/
theorem particleHoleExchange_antisymm_iff {ι : Type*} [Fintype ι] (c : ι → ι → ℂ) :
    (∀ v, IsPairAntisymm v → IsPairAntisymm (particleHoleExchange c v)) ↔
      ∀ t u, c t u = c u t := by
  classical
  constructor
  · intro H t u
    by_cases htu : t = u
    · rw [htu]
    · -- test the antisymmetry on the interaction of the pair t, u
      obtain ⟨h1, h2, h3, h4⟩ := particleHole_pairInteraction c htu
      have key := (H _ (pairInteraction_antisymm t u)).1 t u t u
      unfold particleHoleExchange at key
      rw [h1, h2, h3, h4] at key
      linear_combination -key
  · intro hc v hv
    have hc' : (fun t u => c u t) = c := by
      funext t u
      exact hc u t
    constructor
    · intro p q r s
      unfold particleHoleExchange
      rw [particleHole_crossing c hv p q r s, particleHole_crossing c hv p q s r, hc']
      ring
    · intro p q r s
      unfold particleHoleExchange
      ring

/-- Two orbitals with unit pair weight: the pair interaction is antisymmetric, and its particle-hole
term has the elements 1 at (0,1,1,0), 0 at (0,1,0,1) and 0 at (1,0,1,0). -/
theorem particleHole_not_antisymm :
    IsPairAntisymm (pairInteraction (0 : Fin 2) 1) ∧
    particleHole (fun _ _ => 1) (pairInteraction (0 : Fin 2) 1) 0 1 1 0 = 1 ∧
    particleHole (fun _ _ => 1) (pairInteraction (0 : Fin 2) 1) 0 1 0 1 = 0 ∧
    particleHole (fun _ _ => 1) (pairInteraction (0 : Fin 2) 1) 1 0 1 0 = 0 := by
  have h01 : (0 : Fin 2) ≠ 1 := by decide
  obtain ⟨h1, h2, _, h4⟩ := particleHole_pairInteraction (fun _ _ => 1) h01
  exact ⟨pairInteraction_antisymm 0 1, h1, h2, h4⟩

/-- The independent-particle weight of a particle-hole pair at frequency `ω`, for occupations `n`
and orbital energies `e`; at `ω = e t - e u` Lean's division by zero makes it 0. -/
def pairPropagator {ι : Type*} (n e : ι → ℂ) (ω : ℂ) (t u : ι) : ℂ :=
  (n t - n u) / (ω - (e t - e u))

/-- With the independent-particle propagator, exchanging the first two indices of the
particle-hole term equals exchanging the last two and reversing the frequency. -/
theorem particleHole_frequency_crossing {ι : Type*} [Fintype ι] (n e : ι → ℂ) (ω : ℂ)
    {v : ι → ι → ι → ι → ℂ} (h : IsPairAntisymm v) (p q r s : ι) :
    particleHole (pairPropagator n e ω) v q p r s =
      particleHole (pairPropagator n e (-ω)) v p q s r := by
  have hT : (fun t u => pairPropagator n e ω u t) = pairPropagator n e (-ω) := by
    funext t u
    unfold pairPropagator
    rw [← neg_div_neg_eq (n u - n t) (ω - (e u - e t))]
    congr 1 <;> ring
  rw [particleHole_crossing _ h p q r s, hT]

end

end FourPointKernel
```

```lean
#print axioms FourPointKernel.ladder_antisymm
#print axioms FourPointKernel.particleHoleExchange_antisymm_iff
#print axioms FourPointKernel.particleHole_not_antisymm
#print axioms FourPointKernel.particleHole_frequency_crossing
```

```
'FourPointKernel.ladder_antisymm' depends on axioms: [propext, Classical.choice, Quot.sound]
'FourPointKernel.particleHoleExchange_antisymm_iff' depends on axioms: [propext, Classical.choice, Quot.sound]
'FourPointKernel.particleHole_not_antisymm' depends on axioms: [propext, Classical.choice, Quot.sound]
'FourPointKernel.particleHole_frequency_crossing' depends on axioms: [propext, Classical.choice, Quot.sound]
```

## How the proof follows the algebra

`ladder_antisymm` rewrites one interaction with its sign rule and takes the minus sign out of both sums. `IsPairAntisymm.swap_both` is the cancellation of two signs.

`particleHole_crossing` follows the three-line derivation in a slightly different order. `Finset.sum_comm` exchanges the order of the sums, which does the relabelling; `Finset.sum_congr` reduces the claim to single summands; `swap_both` is applied to each interaction, and `ring` reorders the factors.

`pairInteraction_antisymm` checks the test interaction by expanding it. In `particleHole_pairInteraction`, the step `direct` uses `Finset.sum_eq_single` twice to isolate t = a, u = b, and `vanish` shows that every summand of the second element is zero. Both are stated for an arbitrary weight `d`, so that crossing can apply them to the transposed weight and deliver the other two elements.

`particleHoleExchange_antisymm_iff` joins the two directions. From left to right, it inserts the interaction of the pair `t`, `u` into the hypothesis, and `linear_combination` extracts the equality of the weights. From right to left, `hc'` identifies the transposed weight with `c`, and two uses of crossing turn the exchange of p,q into that of r,s.

`particleHole_not_antisymm` specialises the element values to `Fin 2` with every weight equal to 1. It states the three values from which both failures are read off. Finally, `particleHole_frequency_crossing` negates the numerator and denominator of the transposed propagator, recognises the propagator at −ω, and applies the crossing relation.
